# Sign changes and zeros of the Ruderman–Kittel coupling

## Signs for shells of neighbours

To set up a spin model for magnetic moments in a metal, one assigns an exchange constant to each shell of neighbours. In the free-electron model its sign depends on where the shell distance falls among the zeros of one function. The results below locate those zeros.

Let two moments $\mathbf S_1,\mathbf S_2$ be a distance $R$ apart in a free-electron metal with Fermi wavenumber $k_F$. With $x=2k_FR$, the interaction that the conduction electrons mediate between them has, to second order in the contact coupling, the energy

$$A\,F(x)\,\mathbf S_1\cdot\mathbf S_2,\qquad F(x)=\frac{x\cos x-\sin x}{x^4}.$$

The strength $A$ stands for the contact couplings of the two moments to the conduction electrons, together with the electronic prefactors. It is positive when the two couplings have the same sign, as for identical moments. A negative exchange constant $A\,F(x)$ favours parallel moments.

## What is proved about the coupling

In the file, `numerator` is $g(x)=x\cos x-\sin x$, `rangeFunction` is $F$, and `coupling A kF R` is $A\,F(2k_FR)$. All arguments are real, and $n$ is a natural number.

- `coupling_neg_of_short`: if $A>0$ and $0<2k_FR\le\pi$, the coupling is negative.
- `rangeFunction_oscillates`: for $n\ge1$ there is a zero $z$ of $F$ in $(n\pi,n\pi+\pi/2)$. The function $(-1)^nF$ is positive on $[n\pi,z)$ and negative on $(z,(n+1)\pi]$.
- `coupling_existsUnique_zero`: if $A\ne0$, $k_F>0$ and $n\ge1$, the coupling vanishes at exactly one $R$ between $n\pi/(2k_F)$ and $(n+1)\pi/(2k_F)$.
- `zero_offset`: a zero $x$ in $(n\pi,(n+1)\pi)$ lies below $n\pi+\pi/2$, by less than $1/x$.
- `zero_spacing`: zeros $z,z'$ in successive intervals satisfy $|z'-z-\pi|<1/z$.

The form of $F$ is taken as given and not derived from perturbation theory. It belongs to non-interacting electrons in three dimensions with an isotropic parabolic band, at zero temperature and without damping by disorder.

## Monotonicity between multiples of π

The product rule gives $g'(x)=\cos x-x\sin x-\cos x=-x\sin x$. For $n\pi<x<(n+1)\pi$ we have $(-1)^n\sin x=\sin(x-n\pi)>0$, so $(-1)^ng$ strictly decreases on the closed interval.

For $n=0$ it starts from $g(0)=0$, hence $g<0$ on $(0,\pi]$. For $n\ge1$,

$$(-1)^ng(n\pi)=n\pi>0,\qquad (-1)^ng(n\pi+\pi/2)=-1.$$

There is therefore a zero between these points, and monotonicity fixes the sign on either side. Dividing by $x^4>0$ carries this over to $F$, and $R=x/(2k_F)$ turns it into a statement about distances.

## How far the zeros lie from the half-integer points

Let $g(x)=0$ with $x=n\pi+\theta$ and $0<\theta<\pi$. Then $x\cos\theta=\sin\theta>0$, so $\theta<\pi/2$. Put $d=\pi/2-\theta$. Then

$$\tan d=\frac{\cos\theta}{\sin\theta}=\frac1x,$$

and $0<d<\tan d$ gives $0<d<1/x$.

For successive zeros with offsets $d$ and $d'$, $z'-z-\pi=d-d'$. Both offsets lie between $0$ and $1/z$, since $1/z'<1/z$, so $|d-d'|<1/z$. This bound is generous: the two offsets nearly cancel, and for large $z$ their difference falls off as $\pi/z^2$.

## The wrong sign from the cosine tail

At large $x$, $F$ behaves like $\cos x/x^3$. Using that form at short distance gives a positive value for $0<x<\pi/2$, where $F$ is negative. The cosine has a zero at $\pi/2$, but $F$ has none in $(0,\pi]$. This is why the existence theorems require $n\ge1$: for $n=0$ the numerator starts from $0$ at the left endpoint, not from a positive value, and only decreases from there.

## The Lean file

```lean
import Mathlib

open Real Set

namespace RudermanKittel

noncomputable section

/-- The numerator `x cos x - sin x` of the Ruderman-Kittel range function. -/
def numerator (x : ℝ) : ℝ := x * Real.cos x - Real.sin x

/-- The Ruderman-Kittel range function `F(x) = (x cos x - sin x) / x ^ 4`, for `x ≠ 0`. -/
def rangeFunction (x : ℝ) : ℝ := numerator x / x ^ 4

/-- The exchange constant `A F(2 kF R)` that multiplies `S₁ · S₂` for two moments at distance
`R` in a metal with Fermi wavenumber `kF`, for `kF R ≠ 0`. -/
def coupling (A kF R : ℝ) : ℝ := A * rangeFunction (2 * kF * R)

/-- The numerator of the range function has the derivative `-x sin x`. -/
theorem hasDerivAt_numerator (x : ℝ) : HasDerivAt numerator (-(x * Real.sin x)) x := by
  have h := ((hasDerivAt_id' x).fun_mul (Real.hasDerivAt_cos x)).fun_sub (Real.hasDerivAt_sin x)
  exact h.congr_deriv (by ring)

/-- Between `nπ` and `(n+1)π` the numerator, taken with the sign `(-1)^n`, strictly decreases. -/
theorem numerator_strictAntiOn (n : ℕ) :
    StrictAntiOn (fun x => (-1 : ℝ) ^ n * numerator x) (Icc (n * π) ((n + 1) * π)) := by
  have hd : ∀ x, HasDerivAt (fun x => (-1 : ℝ) ^ n * numerator x)
      ((-1 : ℝ) ^ n * (-(x * Real.sin x))) x :=
    fun x => (hasDerivAt_numerator x).const_mul _
  refine strictAntiOn_of_deriv_neg (convex_Icc _ _)
    (fun x _ => (hd x).continuousAt.continuousWithinAt) ?_
  intro x hx
  rw [interior_Icc] at hx
  obtain ⟨h1, h2⟩ := hx
  have h0 : 0 ≤ (n : ℝ) * π := by positivity
  -- the sine has the sign (-1)^n in this interval
  have hs : 0 < Real.sin (x - n * π) :=
    Real.sin_pos_of_pos_of_lt_pi (by linarith) (by linarith)
  rw [Real.sin_sub_nat_mul_pi] at hs
  rw [(hd x).deriv]
  have hp := mul_pos (lt_of_le_of_lt h0 h1) hs
  linarith

/-- At short distance, `0 < 2 kF R ≤ π`, the exchange constant is negative if `A > 0`. -/
theorem coupling_neg_of_short {A kF R : ℝ} (hA : 0 < A) (hx : 0 < 2 * kF * R)
    (hπ : 2 * kF * R ≤ π) : coupling A kF R < 0 := by
  have h := numerator_strictAntiOn 0 (a := 0) (b := 2 * kF * R)
    ⟨by simp, by simpa using Real.pi_pos.le⟩ ⟨by simpa using hx.le, by simpa using hπ⟩ hx
  have hneg : numerator (2 * kF * R) < 0 := by
    simpa [numerator] using h
  exact mul_neg_of_pos_of_neg hA (div_neg_of_neg_of_pos hneg (by positivity))

/-- For every `n ≥ 1` the range function has a zero `z` between `nπ` and `nπ + π/2`. It has the
sign `(-1)^n` from `nπ` up to `z`, and the opposite sign beyond `z` up to `(n+1)π`. -/
theorem rangeFunction_oscillates {n : ℕ} (hn : 1 ≤ n) :
    ∃ z ∈ Ioo (n * π) (n * π + π / 2), rangeFunction z = 0 ∧
      (∀ x ∈ Ico (n * π) z, 0 < (-1 : ℝ) ^ n * rangeFunction x) ∧
      ∀ x ∈ Ioc z ((n + 1) * π), (-1 : ℝ) ^ n * rangeFunction x < 0 := by
  have hπ := Real.pi_pos
  have hn0 : (0 : ℝ) < n := Nat.cast_pos.2 hn
  have h0 : 0 < (n : ℝ) * π := mul_pos hn0 hπ
  have hsq : (-1 : ℝ) ^ n * (-1 : ℝ) ^ n = 1 := by
    rw [← mul_pow]; norm_num
  -- values at the two ends of the first half of the interval
  have ha : (-1 : ℝ) ^ n * numerator (n * π) = n * π := by
    unfold numerator
    rw [Real.cos_nat_mul_pi, Real.sin_nat_mul_pi]
    linear_combination (n * π) * hsq
  have hb : (-1 : ℝ) ^ n * numerator (n * π + π / 2) = -1 := by
    unfold numerator
    rw [Real.cos_add_pi_div_two, Real.sin_add_pi_div_two, Real.cos_nat_mul_pi,
      Real.sin_nat_mul_pi]
    linear_combination -hsq
  have hc : ContinuousOn (fun x => (-1 : ℝ) ^ n * numerator x)
      (Icc (n * π) (n * π + π / 2)) := fun x _ =>
    ((hasDerivAt_numerator x).const_mul _).continuousAt.continuousWithinAt
  have hmem : (0 : ℝ) ∈ Ioo ((-1 : ℝ) ^ n * numerator (n * π + π / 2))
      ((-1 : ℝ) ^ n * numerator (n * π)) := by
    rw [ha, hb]
    exact ⟨by norm_num, h0⟩
  obtain ⟨z, hz, hz0⟩ := intermediate_value_Ioo' (by linarith) hc hmem
  have hz0' : (-1 : ℝ) ^ n * numerator z = 0 := hz0
  have hz1 := hz.1
  have hz2 := hz.2
  have hzI : z ∈ Icc ((n : ℝ) * π) ((n + 1) * π) := ⟨hz1.le, by linarith⟩
  have hF : ∀ x, (-1 : ℝ) ^ n * rangeFunction x = (-1 : ℝ) ^ n * numerator x / x ^ 4 :=
    fun x => (mul_div_assoc _ _ _).symm
  refine ⟨z, hz, ?_, ?_, ?_⟩
  · have hnum : numerator z = 0 :=
      (mul_eq_zero.mp hz0').resolve_left (pow_ne_zero n (by norm_num))
    rw [rangeFunction, hnum, zero_div]
  -- monotonicity fixes the sign on either side of the zero
  · rintro x ⟨hx1, hx2⟩
    have h : (-1 : ℝ) ^ n * numerator z < (-1 : ℝ) ^ n * numerator x :=
      numerator_strictAntiOn n ⟨hx1, by linarith⟩ hzI hx2
    have hx : 0 < x := by linarith
    rw [hF]
    exact div_pos (by linarith) (by positivity)
  · rintro x ⟨hx1, hx2⟩
    have h : (-1 : ℝ) ^ n * numerator x < (-1 : ℝ) ^ n * numerator z :=
      numerator_strictAntiOn n hzI ⟨by linarith, hx2⟩ hx1
    have hx : 0 < x := by linarith
    rw [hF]
    exact div_neg_of_neg_of_pos (by linarith) (by positivity)

/-- For `A ≠ 0`, `kF > 0` and `n ≥ 1`, the exchange constant vanishes at exactly one distance
`R` between `nπ/(2 kF)` and `(n+1)π/(2 kF)`. -/
theorem coupling_existsUnique_zero {A kF : ℝ} (hA : A ≠ 0) (hk : 0 < kF) {n : ℕ}
    (hn : 1 ≤ n) :
    ∃! R, R ∈ Ioo (n * π / (2 * kF)) ((n + 1) * π / (2 * kF)) ∧ coupling A kF R = 0 := by
  obtain ⟨z, ⟨hz1, hz2⟩, hz0, hp, hm⟩ := rangeFunction_oscillates hn
  have hπ := Real.pi_pos
  have hk2 : 0 < 2 * kF := by linarith
  have hz3 : z < (n + 1) * π := by linarith
  refine ⟨z / (2 * kF), ⟨⟨div_lt_div_of_pos_right hz1 hk2,
    div_lt_div_of_pos_right hz3 hk2⟩, ?_⟩, ?_⟩
  · rw [coupling, mul_div_cancel₀ z hk2.ne', hz0, mul_zero]
  · rintro R ⟨⟨h1, h2⟩, hR⟩
    have hR0 : rangeFunction (2 * kF * R) = 0 := (mul_eq_zero.mp hR).resolve_left hA
    have h1' := (div_lt_iff₀ hk2).1 h1
    have h2' := (lt_div_iff₀ hk2).1 h2
    rcases lt_trichotomy (2 * kF * R) z with h | h | h
    · have := hp _ ⟨by linarith, h⟩
      simp [hR0] at this
    · rw [eq_div_iff hk2.ne']
      linarith
    · have := hm _ ⟨h, by linarith⟩
      simp [hR0] at this

/-- A zero `x` of the range function between `nπ` and `(n+1)π` lies below `nπ + π/2`, by less
than `1/x`. -/
theorem zero_offset {n : ℕ} {x : ℝ} (hx : x ∈ Ioo (n * π) ((n + 1) * π))
    (h : rangeFunction x = 0) :
    0 < n * π + π / 2 - x ∧ n * π + π / 2 - x < 1 / x := by
  obtain ⟨h1, h2⟩ := hx
  have h0 : 0 ≤ (n : ℝ) * π := by positivity
  have hx0 : 0 < x := by linarith
  have hnum : numerator x = 0 := (div_eq_zero_iff.mp h).resolve_right (by positivity)
  have hs : 0 < Real.sin (x - n * π) :=
    Real.sin_pos_of_pos_of_lt_pi (by linarith) (by linarith)
  -- the condition tan x = x, written for the shifted angle
  have he : x * Real.cos (x - n * π) = Real.sin (x - n * π) := by
    rw [Real.cos_sub_nat_mul_pi, Real.sin_sub_nat_mul_pi]
    unfold numerator at hnum
    linear_combination (-1 : ℝ) ^ n * hnum
  have hlt : x - n * π < π / 2 := by
    by_contra hcon
    have hc := Real.cos_nonpos_of_pi_div_two_le_of_le (not_lt.mp hcon)
      (by linarith [Real.pi_pos])
    have := mul_nonpos_of_nonneg_of_nonpos hx0.le hc
    linarith
  have ht : Real.tan (π / 2 - (x - n * π)) = 1 / x := by
    rw [Real.tan_eq_sin_div_cos, Real.sin_pi_div_two_sub, Real.cos_pi_div_two_sub,
      div_eq_div_iff hs.ne' hx0.ne']
    linarith
  have hd := Real.lt_tan (x := π / 2 - (x - n * π)) (by linarith) (by linarith)
  rw [ht] at hd
  exact ⟨by linarith, by linarith⟩

/-- Zeros `z` and `z'` of the range function in the successive intervals `(nπ, (n+1)π)` and
`((n+1)π, (n+2)π)` are a distance `π` apart, up to an error below `1/z`. -/
theorem zero_spacing {n : ℕ} {z z' : ℝ} (hz : z ∈ Ioo (n * π) ((n + 1) * π))
    (hz' : z' ∈ Ioo ((n + 1) * π) ((n + 2) * π))
    (h : rangeFunction z = 0) (h' : rangeFunction z' = 0) :
    |z' - z - π| < 1 / z := by
  have a := zero_offset hz h
  have b := zero_offset (n := n + 1) (x := z')
    ⟨by push_cast; linarith [hz'.1], by push_cast; linarith [hz'.2]⟩ h'
  push_cast at b
  have h0 : 0 ≤ (n : ℝ) * π := by positivity
  have hlt : 1 / z' < 1 / z :=
    one_div_lt_one_div_of_lt (by linarith [hz.1]) (by linarith [hz.2, hz'.1])
  rw [abs_lt]
  constructor <;> linarith [a.1, a.2, b.1, b.2]

end

end RudermanKittel
```

```lean
#print axioms RudermanKittel.coupling_neg_of_short
#print axioms RudermanKittel.coupling_existsUnique_zero
#print axioms RudermanKittel.zero_spacing
```

```
'RudermanKittel.coupling_neg_of_short' depends on axioms: [propext, Classical.choice, Quot.sound]
'RudermanKittel.coupling_existsUnique_zero' depends on axioms: [propext, Classical.choice, Quot.sound]
'RudermanKittel.zero_spacing' depends on axioms: [propext, Classical.choice, Quot.sound]
```

## From the derivative to the spacing

`hasDerivAt_numerator` computes $g'$. `numerator_strictAntiOn` establishes its sign through the shifted sine and applies `strictAntiOn_of_deriv_neg`. Comparing $x$ with $0$ in the case $n=0$ then gives `coupling_neg_of_short`.

In `rangeFunction_oscillates`, `ha` and `hb` are the two endpoint values, and `intermediate_value_Ioo'` supplies the zero. The last two parts compare $x$ with $z$ by monotonicity.

`coupling_existsUnique_zero` rescales $z$ by $2k_F$. For uniqueness, `lt_trichotomy` places any other candidate below or above $z$, where $F$ has a strict sign.

In `zero_offset`, `he` is the equation $x\cos\theta=\sin\theta$, `hlt` excludes $\theta\ge\pi/2$, and `ht` is the tangent identity; `Real.lt_tan` supplies $d<\tan d$. `zero_spacing` applies this result at $n$ and $n+1$ and combines the bounds by `linarith`.
